# With positive axial zero-field splitting, the perpendicular effective g of a spin 3/2 falls from 2g to g as the field grows

## Hamiltonian, units and effective g

Take a single spin 3/2 with ħ = 1 and the basis m = 3/2, 1/2, −1/2, −3/2. Its Hamiltonian is

H = D S_z² + b S_x.

The energy D is the axial zero-field splitting parameter, which stands for the anisotropy that spin–orbit and spin–spin coupling leave in the spin levels. The Zeeman energy is b = g μ_B B, with g the isotropic g factor, μ_B the Bohr magneton and B a field perpendicular to the axis. The usual constant −5D/4 is left out, since it shifts all levels equally.

Let d(b) be the gap between the two lowest levels. If these two levels are described as a spin 1/2 with d = g_eff μ_B B, then g_eff/g = d(b)/b.

## The ratio and its Lean statement

Write R₊ = √(D² + Db + b²) and R₋ = √(D² − Db + b²). For D > 0 and b > 0,

d(b)/b = 1 + 2D/(R₊ + R₋).

At fixed D > 0 this ratio decreases strictly on b > 0, with limit 2 as b → 0⁺ and limit 1 as b → ∞. The three theorems are `splittingRatio_eq`, `splittingRatio_strictAntiOn` and `splittingRatio_limits`.

In Lean, `hamiltonian D b` is an explicit complex 4×4 matrix. `IsLevel H E` says that the real number E has a nonzero eigenvector. `groundLevel` is the infimum of the levels, and `gap` subtracts it from the infimum of the levels strictly above it. Thus `gap` compares distinct levels and ignores multiplicity. For D, b > 0 this makes no difference, because the four levels are distinct. At b = 0 it would skip over the degenerate partner of the ground level, but the theorems concern only b > 0.

For an isolated spin 3/2 with isotropic g and no rhombic or hyperfine term, the result shows that an EPR g_eff near 2g can come from zero-field splitting alone, and that it depends on the field at which it is measured. Other field directions and transition intensities are not treated.

## Two 2×2 blocks

Let v₀, v₁, v₂, v₃ be the components of an eigenvector. The equation Hv = Ev reads

(9D/4)v₀ + (√3/2)b v₁ = E v₀

(√3/2)b v₀ + (D/4)v₁ + b v₂ = E v₁

b v₁ + (D/4)v₂ + (√3/2)b v₃ = E v₂

(√3/2)b v₂ + (9D/4)v₃ = E v₃.

Adding the outer pair and the inner pair gives, for p = v₀ + v₃ and q = v₁ + v₂,

(9D/4 − E)p + (√3/2)b q = 0

(√3/2)b p + (D/4 + b − E)q = 0.

Subtracting gives the same system for p′ = v₀ − v₃ and q′ = v₁ − v₂, with D/4 − b in place of D/4 + b. A nonzero solution exists exactly when one of the two determinants vanishes, since a nonzero solution of one block can be combined with zero in the other:

(9D/4 − E)(D/4 ± b − E) − 3b²/4 = 0.

The upper sign, for states even under m → −m, gives E = 5D/4 + b/2 ± R₋. The lower sign, for odd states, gives E = 5D/4 − b/2 ± R₊.

## Level order and gap

For D, b > 0 the order is

5D/4 − b/2 − R₊ < 5D/4 + b/2 − R₋ < 5D/4 − b/2 + R₊ < 5D/4 + b/2 + R₋.

The first inequality follows from R₋ < R₊, and the second from b < R₊. The third needs R₊ < b + R₋. Squaring reduces this to D − b/2 < R₋, which holds because R₋² = (D − b/2)² + 3b²/4. Hence

d(b) = b + R₊ − R₋.

Since R₊² − R₋² = 2Db, the difference R₊ − R₋ equals 2Db/(R₊ + R₋). Division by b gives the formula.

## Field dependence

The sum of the roots satisfies

(R₊ + R₋)² = 2(D² + b²) + 2R₊R₋

(R₊R₋)² = D⁴ + D²b² + b⁴.

Both right-hand sides grow with b > 0, so R₊ + R₋ grows and the ratio falls. As b → 0⁺ both roots tend to D, and the ratio tends to 1 + 2D/(2D) = 2. For large b, R₊ + R₋ > b bounds the correction by 2D/b, which tends to 0.

## The case D = b = 1

Here R₊ = √3 and R₋ = 1. The levels are 3/4 − √3, 3/4, 3/4 + √3 and 11/4, or about −0.982, 0.750, 2.482 and 2.750. The gap is √3 ≈ 1.732, and the formula agrees: 1 + 2/(√3 + 1) = √3.

## What fails at D = 0

With D = 0 the levels are −3b/2, −b/2, b/2 and 3b/2, so the ratio is 1 at every b > 0. It is not strictly decreasing and does not tend to 2 at low field. For these two conclusions, D > 0 therefore can't be weakened to D ≥ 0.

## The Lean file

```lean
import Mathlib

open Matrix Filter Topology

namespace SpinThreeHalvesEffectiveG

noncomputable section

/-- The number √3, as a complex matrix element. -/
def sqrtThree : ℂ := ((Real.sqrt 3 : ℝ) : ℂ)

/-- The spin-3/2 matrix S_x in the basis m = 3/2, 1/2, -1/2, -3/2. -/
def Sx : Matrix (Fin 4) (Fin 4) ℂ :=
  !![0, sqrtThree / 2, 0, 0; sqrtThree / 2, 0, 1, 0;
     0, 1, 0, sqrtThree / 2; 0, 0, sqrtThree / 2, 0]

/-- The spin-3/2 matrix S_y in the same basis. -/
def Sy : Matrix (Fin 4) (Fin 4) ℂ :=
  !![0, -Complex.I * sqrtThree / 2, 0, 0; Complex.I * sqrtThree / 2, 0, -Complex.I, 0;
     0, Complex.I, 0, -Complex.I * sqrtThree / 2; 0, 0, Complex.I * sqrtThree / 2, 0]

/-- The spin-3/2 matrix S_z in the same basis. -/
def Sz : Matrix (Fin 4) (Fin 4) ℂ :=
  !![3 / 2, 0, 0, 0; 0, 1 / 2, 0, 0; 0, 0, -1 / 2, 0; 0, 0, 0, -3 / 2]

/-- Axial zero-field splitting D and a perpendicular field of Zeeman energy b:
H = D S_z² + b S_x. -/
def hamiltonian (D b : ℝ) : Matrix (Fin 4) (Fin 4) ℂ :=
  (D : ℂ) • (Sz * Sz) + (b : ℂ) • Sx

/-- The real number E is an energy level of H: some nonzero state satisfies H v = E v. -/
def IsLevel (H : Matrix (Fin 4) (Fin 4) ℂ) (E : ℝ) : Prop :=
  ∃ v : Fin 4 → ℂ, v ≠ 0 ∧ H *ᵥ v = (E : ℂ) • v

/-- The lowest level of H, for H with at least one real level. -/
def groundLevel (H : Matrix (Fin 4) (Fin 4) ℂ) : ℝ := sInf {E | IsLevel H E}

/-- The gap between the two lowest distinct levels of H, for H with at least two real levels. -/
def gap (H : Matrix (Fin 4) (Fin 4) ℂ) : ℝ :=
  sInf {E | IsLevel H E ∧ groundLevel H < E} - groundLevel H

/-- The gap divided by the Zeeman energy b, for b ≠ 0. -/
def splittingRatio (D b : ℝ) : ℝ := gap (hamiltonian D b) / b

/-- The root R₊ = √(D² + Db + b²). -/
def Rp (D b : ℝ) : ℝ := Real.sqrt (D ^ 2 + D * b + b ^ 2)

/-- The root R₋ = √(D² - Db + b²). -/
def Rm (D b : ℝ) : ℝ := Real.sqrt (D ^ 2 - D * b + b ^ 2)

/-- The square of √3 is 3. -/
theorem sqrtThree_sq : sqrtThree ^ 2 = 3 := by
  unfold sqrtThree
  rw [← Complex.ofReal_pow, Real.sq_sqrt (by norm_num)]
  norm_num

/-- The squares of R₊ and R₋ are D² + Db + b² and D² - Db + b². -/
theorem R_sq (D b : ℝ) :
    Rp D b ^ 2 = D ^ 2 + D * b + b ^ 2 ∧ Rm D b ^ 2 = D ^ 2 - D * b + b ^ 2 :=
  ⟨Real.sq_sqrt (by nlinarith [sq_nonneg (D + b), sq_nonneg D, sq_nonneg b]),
   Real.sq_sqrt (by nlinarith [sq_nonneg (D - b), sq_nonneg D, sq_nonneg b])⟩

/-- The three matrices obey the angular momentum commutation relations. -/
theorem spin_commutators :
    Sx * Sy - Sy * Sx = Complex.I • Sz ∧ Sy * Sz - Sz * Sy = Complex.I • Sx ∧
      Sz * Sx - Sx * Sz = Complex.I • Sy := by
  have h := sqrtThree_sq
  have hI := Complex.I_sq
  refine ⟨?_, ?_, ?_⟩ <;> ext i j <;> fin_cases i <;> fin_cases j <;>
    simp [Sx, Sy, Sz] <;> grind

/-- The eigenvalue equation H v = E v written out in the four components of v. -/
theorem eigen_iff (D b E : ℝ) (v : Fin 4 → ℂ) :
    hamiltonian D b *ᵥ v = (E : ℂ) • v ↔
      9 / 4 * D * v 0 + b * (sqrtThree / 2) * v 1 = E * v 0 ∧
      b * (sqrtThree / 2) * v 0 + 1 / 4 * D * v 1 + b * v 2 = E * v 1 ∧
      b * v 1 + 1 / 4 * D * v 2 + b * (sqrtThree / 2) * v 3 = E * v 2 ∧
      b * (sqrtThree / 2) * v 2 + 9 / 4 * D * v 3 = E * v 3 := by
  have h : hamiltonian D b =
      !![9 / 4 * (D : ℂ), b * (sqrtThree / 2), 0, 0;
         b * (sqrtThree / 2), 1 / 4 * (D : ℂ), b, 0;
         0, b, 1 / 4 * (D : ℂ), b * (sqrtThree / 2);
         0, 0, b * (sqrtThree / 2), 9 / 4 * (D : ℂ)] := by
    ext i j
    fin_cases i <;> fin_cases j <;>
      simp [hamiltonian, Sx, Sz] <;> ring
  rw [h, funext_iff]
  simp [Fin.forall_fin_succ, Matrix.mulVec, dotProduct, Fin.sum_univ_four]

/-- For b ≠ 0 the levels are the real roots of two quadratic secular equations. -/
theorem isLevel_iff_secular {D b E : ℝ} (hb : b ≠ 0) :
    IsLevel (hamiltonian D b) E ↔
      (9 * D / 4 - E) * (D / 4 + b - E) - 3 * b ^ 2 / 4 = 0 ∨
      (9 * D / 4 - E) * (D / 4 - b - E) - 3 * b ^ 2 / 4 = 0 := by
  have hr := sqrtThree_sq
  have hr0 : sqrtThree ≠ 0 := by
    intro h
    rw [h] at hr
    norm_num at hr
  constructor
  · rintro ⟨v, hv, h⟩
    obtain ⟨e0, e1, e2, e3⟩ := (eigen_iff D b E v).1 h
    by_contra hn
    rw [not_or] at hn
    obtain ⟨h1, h2⟩ := hn
    have c1 : ((9 * D / 4 - E) * (D / 4 + b - E) - 3 * b ^ 2 / 4 : ℂ) ≠ 0 := by
      exact_mod_cast h1
    have c2 : ((9 * D / 4 - E) * (D / 4 - b - E) - 3 * b ^ 2 / 4 : ℂ) ≠ 0 := by
      exact_mod_cast h2
    -- the even and odd combinations of the components all vanish
    have p : v 0 + v 3 = 0 := mul_left_cancel₀ c1 (by
      linear_combination (D / 4 + b - E : ℂ) * (e0 + e3) - b * sqrtThree / 2 * (e1 + e2)
        + (b : ℂ) ^ 2 / 4 * (v 0 + v 3) * hr)
    have q : v 1 + v 2 = 0 := mul_left_cancel₀ c1 (by
      linear_combination (9 * D / 4 - E : ℂ) * (e1 + e2) - b * sqrtThree / 2 * (e0 + e3)
        + (b : ℂ) ^ 2 / 4 * (v 1 + v 2) * hr)
    have p' : v 0 - v 3 = 0 := mul_left_cancel₀ c2 (by
      linear_combination (D / 4 - b - E : ℂ) * (e0 - e3) - b * sqrtThree / 2 * (e1 - e2)
        + (b : ℂ) ^ 2 / 4 * (v 0 - v 3) * hr)
    have q' : v 1 - v 2 = 0 := mul_left_cancel₀ c2 (by
      linear_combination (9 * D / 4 - E : ℂ) * (e1 - e2) - b * sqrtThree / 2 * (e0 - e3)
        + (b : ℂ) ^ 2 / 4 * (v 1 - v 2) * hr)
    have v0 : v 0 = 0 := by linear_combination (p + p') / 2
    have v1 : v 1 = 0 := by linear_combination (q + q') / 2
    have v2 : v 2 = 0 := by linear_combination (q - q') / 2
    have v3 : v 3 = 0 := by linear_combination (p - p') / 2
    apply hv
    funext i
    fin_cases i <;> simp [v0, v1, v2, v3]
  · -- each root comes with an explicit even or odd eigenvector
    rintro (h | h)
    · have hc : ((9 * D / 4 - E) * (D / 4 + b - E) - 3 * b ^ 2 / 4 : ℂ) = 0 := by
        exact_mod_cast h
      refine ⟨![-(b * sqrtThree / 2), 9 * D / 4 - E, 9 * D / 4 - E, -(b * sqrtThree / 2)],
        fun h0 => ?_, (eigen_iff D b E _).2 ⟨?_, ?_, ?_, ?_⟩⟩
      · have := congrFun h0 0
        simp [hb, hr0] at this
      all_goals simp only [Matrix.cons_val]
      · ring
      · linear_combination hc - (b : ℂ) ^ 2 / 4 * hr
      · linear_combination hc - (b : ℂ) ^ 2 / 4 * hr
      · ring
    · have hc : ((9 * D / 4 - E) * (D / 4 - b - E) - 3 * b ^ 2 / 4 : ℂ) = 0 := by
        exact_mod_cast h
      refine ⟨![-(b * sqrtThree / 2), 9 * D / 4 - E, -(9 * D / 4 - E), b * sqrtThree / 2],
        fun h0 => ?_, (eigen_iff D b E _).2 ⟨?_, ?_, ?_, ?_⟩⟩
      · have := congrFun h0 0
        simp [hb, hr0] at this
      all_goals simp only [Matrix.cons_val]
      · ring
      · linear_combination hc - (b : ℂ) ^ 2 / 4 * hr
      · linear_combination -hc + (b : ℂ) ^ 2 / 4 * hr
      · ring

/-- For b ≠ 0 the levels are 5D/4 - b/2 ± R₊ and 5D/4 + b/2 ± R₋. -/
theorem isLevel_iff {D b E : ℝ} (hb : b ≠ 0) :
    IsLevel (hamiltonian D b) E ↔
      E = 5 * D / 4 - b / 2 - Rp D b ∨ E = 5 * D / 4 + b / 2 - Rm D b ∨
      E = 5 * D / 4 - b / 2 + Rp D b ∨ E = 5 * D / 4 + b / 2 + Rm D b := by
  obtain ⟨hp, hm⟩ := R_sq D b
  rw [isLevel_iff_secular hb]
  constructor
  · rintro (h | h)
    · have : (E - (5 * D / 4 + b / 2 - Rm D b)) * (E - (5 * D / 4 + b / 2 + Rm D b)) = 0 := by
        linear_combination h - hm
      rcases mul_eq_zero.1 this with h | h
      · exact Or.inr (Or.inl (sub_eq_zero.1 h))
      · exact Or.inr (Or.inr (Or.inr (sub_eq_zero.1 h)))
    · have : (E - (5 * D / 4 - b / 2 - Rp D b)) * (E - (5 * D / 4 - b / 2 + Rp D b)) = 0 := by
        linear_combination h - hp
      rcases mul_eq_zero.1 this with h | h
      · exact Or.inl (sub_eq_zero.1 h)
      · exact Or.inr (Or.inr (Or.inl (sub_eq_zero.1 h)))
  · rintro (rfl | rfl | rfl | rfl)
    · right; linear_combination hp
    · left; linear_combination hm
    · right; linear_combination hp
    · left; linear_combination hm

/-- For D, b > 0 the four numbers 5D/4 - b/2 ± R₊ and 5D/4 + b/2 ± R₋ are distinct and stand in the
order shown. -/
theorem levels_ordered {D b : ℝ} (hD : 0 < D) (hb : 0 < b) :
    5 * D / 4 - b / 2 - Rp D b < 5 * D / 4 + b / 2 - Rm D b ∧
    5 * D / 4 + b / 2 - Rm D b < 5 * D / 4 - b / 2 + Rp D b ∧
    5 * D / 4 - b / 2 + Rp D b < 5 * D / 4 + b / 2 + Rm D b := by
  obtain ⟨hp, hm⟩ := R_sq D b
  have hDb := mul_pos hD hb
  have p0 : 0 ≤ Rp D b := Real.sqrt_nonneg _
  have m0 : 0 ≤ Rm D b := Real.sqrt_nonneg _
  have h1 : Rm D b < Rp D b := lt_of_pow_lt_pow_left₀ 2 p0 (by linarith)
  have h2 : b < Rp D b := lt_of_pow_lt_pow_left₀ 2 p0 (by nlinarith)
  have h3 : D - b / 2 < Rm D b := Real.lt_sqrt_of_sq_lt (by nlinarith)
  have h4 : Rp D b < b + Rm D b :=
    lt_of_pow_lt_pow_left₀ 2 (by linarith) (by nlinarith [mul_pos hb (sub_pos.2 h3)])
  exact ⟨by linarith, by linarith, by linarith⟩

/-- For D, b > 0 the gap between the two lowest levels, divided by b, is
1 + 2D / (√(D² + Db + b²) + √(D² - Db + b²)). -/
theorem splittingRatio_eq {D b : ℝ} (hD : 0 < D) (hb : 0 < b) :
    splittingRatio D b = 1 + 2 * D /
      (Real.sqrt (D ^ 2 + D * b + b ^ 2) + Real.sqrt (D ^ 2 - D * b + b ^ 2)) := by
  change splittingRatio D b = 1 + 2 * D / (Rp D b + Rm D b)
  obtain ⟨hp, hm⟩ := R_sq D b
  obtain ⟨h1, h2, h3⟩ := levels_ordered hD hb
  -- the lowest level, and the lowest one above it
  have hg : groundLevel (hamiltonian D b) = 5 * D / 4 - b / 2 - Rp D b := by
    refine IsLeast.csInf_eq ⟨(isLevel_iff hb.ne').2 (Or.inl rfl), fun E hE => ?_⟩
    rcases (isLevel_iff hb.ne').1 hE with h | h | h | h <;> linarith
  have he : sInf {E | IsLevel (hamiltonian D b) E ∧ groundLevel (hamiltonian D b) < E} =
      5 * D / 4 + b / 2 - Rm D b := by
    rw [hg]
    refine IsLeast.csInf_eq ⟨⟨(isLevel_iff hb.ne').2 (Or.inr (Or.inl rfl)), h1⟩, ?_⟩
    rintro E ⟨hE, hlt⟩
    rcases (isLevel_iff hb.ne').1 hE with h | h | h | h <;> linarith
  have hS : 0 < Rp D b + Rm D b := by linarith
  have key : Rp D b - Rm D b = 2 * D / (Rp D b + Rm D b) * b := by
    rw [div_mul_eq_mul_div, eq_div_iff hS.ne']
    linear_combination hp - hm
  rw [splittingRatio, gap, he, hg, div_eq_iff hb.ne']
  linear_combination key

/-- For D > 0 the ratio of gap to Zeeman energy decreases strictly with the field on b > 0. -/
theorem splittingRatio_strictAntiOn {D : ℝ} (hD : 0 < D) :
    StrictAntiOn (splittingRatio D) (Set.Ioi 0) := by
  intro a ha b hb hab
  have ha : 0 < a := ha
  have hb : 0 < b := hb
  rw [splittingRatio_eq hD hb, splittingRatio_eq hD ha]
  change 1 + 2 * D / (Rp D b + Rm D b) < 1 + 2 * D / (Rp D a + Rm D a)
  obtain ⟨hpa, hma⟩ := R_sq D a
  obtain ⟨hpb, hmb⟩ := R_sq D b
  have pb : 0 ≤ Rp D b := Real.sqrt_nonneg _
  have mb : 0 ≤ Rm D b := Real.sqrt_nonneg _
  have hsq : a ^ 2 < b ^ 2 := by nlinarith
  -- the product of the two roots and the sum of their squares grow with the field,
  -- hence so does their sum
  have hprod : Rp D a * Rm D a < Rp D b * Rm D b := by
    refine lt_of_pow_lt_pow_left₀ 2 (mul_nonneg pb mb) ?_
    rw [mul_pow, mul_pow, hpa, hma, hpb, hmb]
    nlinarith [mul_pos (sub_pos.2 hsq) (by positivity : 0 < D ^ 2 + a ^ 2 + b ^ 2)]
  have hsum : Rp D a + Rm D a < Rp D b + Rm D b :=
    lt_of_pow_lt_pow_left₀ 2 (add_nonneg pb mb) (by nlinarith)
  have hpos : 0 < Rp D a + Rm D a := by linarith [(levels_ordered hD ha).2.1]
  have := div_lt_div_of_pos_left (by linarith : 0 < 2 * D) hpos hsum
  linarith

/-- For D > 0 the ratio of gap to Zeeman energy tends to 2 as b → 0 from above and
to 1 as b → ∞. -/
theorem splittingRatio_limits {D : ℝ} (hD : 0 < D) :
    Tendsto (splittingRatio D) (𝓝[>] 0) (𝓝 2) ∧
      Tendsto (splittingRatio D) atTop (𝓝 1) := by
  constructor
  · have hp : Rp D 0 = D := by
      rw [Rp, show D ^ 2 + D * 0 + 0 ^ 2 = D ^ 2 by ring, Real.sqrt_sq hD.le]
    have hm : Rm D 0 = D := by
      rw [Rm, show D ^ 2 - D * 0 + 0 ^ 2 = D ^ 2 by ring, Real.sqrt_sq hD.le]
    have hc : Continuous (fun b => Rp D b + Rm D b) := by
      unfold Rp Rm
      fun_prop
    have hS : Tendsto (fun b => Rp D b + Rm D b) (𝓝 0) (𝓝 (2 * D)) := by
      have h := hc.tendsto 0
      rwa [hp, hm, ← two_mul] at h
    have hne : 2 * D ≠ 0 := by positivity
    have hT : Tendsto (fun b => 1 + 2 * D / (Rp D b + Rm D b)) (𝓝 0) (𝓝 2) := by
      have h := (tendsto_const_nhds (x := (1 : ℝ))).add
        ((tendsto_const_nhds (x := 2 * D)).div hS hne)
      rwa [div_self hne, one_add_one_eq_two] at h
    refine (hT.mono_left nhdsWithin_le_nhds).congr' ?_
    filter_upwards [self_mem_nhdsWithin] with b hb
    exact (splittingRatio_eq hD hb).symm
  · -- the sum of the roots exceeds b, so the correction dies out
    have hS : Tendsto (fun b => Rp D b + Rm D b) atTop atTop := by
      refine tendsto_atTop_mono' atTop ?_ tendsto_id
      filter_upwards [eventually_gt_atTop 0] with b hb
      have h := (levels_ordered hD hb).2.1
      change b ≤ Rp D b + Rm D b
      linarith
    have hT : Tendsto (fun b => 1 + 2 * D / (Rp D b + Rm D b)) atTop (𝓝 1) := by
      have h := (tendsto_const_nhds (x := (1 : ℝ))).add
        ((tendsto_const_nhds (x := 2 * D)).div_atTop hS)
      rwa [add_zero] at h
    refine hT.congr' ?_
    filter_upwards [eventually_gt_atTop 0] with b hb
    exact (splittingRatio_eq hD hb).symm

end

end SpinThreeHalvesEffectiveG
```

```lean
#print axioms SpinThreeHalvesEffectiveG.spin_commutators
-- 'SpinThreeHalvesEffectiveG.spin_commutators' depends on axioms: [propext, Classical.choice, Quot.sound]
#print axioms SpinThreeHalvesEffectiveG.splittingRatio_strictAntiOn
-- 'SpinThreeHalvesEffectiveG.splittingRatio_strictAntiOn' depends on axioms: [propext, Classical.choice, Quot.sound]
#print axioms SpinThreeHalvesEffectiveG.splittingRatio_limits
-- 'SpinThreeHalvesEffectiveG.splittingRatio_limits' depends on axioms: [propext, Classical.choice, Quot.sound]
```

## From components to levels in Lean

`spin_commutators` checks the angular momentum relations entry by entry, and the diagonal of `Sz` shows that the spin is 3/2. `sqrtThree_sq` and `R_sq` supply the squares of the roots.

`eigen_iff` writes out the four component equations. In `isLevel_iff_secular`, the forward direction assumes that neither determinant vanishes. Four `linear_combination` steps then each eliminate one unknown from a 2×2 block, so p, q, p′ and q′ all vanish, and four more recover the components of v, which therefore vanish too. The converse gives explicit eigenvectors. The even one is (−√3b/2, 9D/4 − E, 9D/4 − E, −√3b/2), and the odd one has the signs of its last two entries reversed. Both are unnormalised; dividing by √(2(9D/4 − E)² + 3b²/2) gives unit vectors.

`isLevel_iff` factors the two quadratics. `levels_ordered` proves the inequalities by comparing squares, with `nlinarith` doing the algebra.

## From levels to the ratio in Lean

In `splittingRatio_eq`, `IsLeast.csInf_eq` identifies each infimum with a level that belongs to the set and lies below all its other members. The step `key` is the identity for R₊ − R₋.

`splittingRatio_strictAntiOn` first compares the products R₊R₋ at two fields (`hprod`), then the sums (`hsum`), and finally the quotients. `splittingRatio_limits` uses continuity of R₊ + R₋ at b = 0 and its lower bound b at large field. In both limits, `congr'` carries the result from the formula to the ratio, since the two agree for b > 0.
